# A closed ring of classical unit spins with uniform nearest-neighbour exchange $J$ (ferromagnetic for $J>0$) and a uniform Dzyaloshinskii-Moriya vector $D\hat z\neq0$ can reach the energy $-n\sqrt{J^2+D^2}$ exactly when $(J+iD)^n$ is a positive real number

Take three classical unit spins on a triangle, with ferromagnetic exchange $J$ and an equally strong Dzyaloshinskii-Moriya (DM) coupling $D=J>0$, whose DM vector is the same on every bond when the bonds are followed round the triangle. Each bond alone is best served by a turn of 45°, which gives it the energy $-\sqrt2\,J$. Multiplying by three gives $-3\sqrt2\,J$ for the triangle, and that value is wrong: three turns of 45° do not lead back to the first spin. A minimisation that stops above it may look stuck when it is not.

For uniform couplings with $D\neq0$, the theorem below says which rings reach the sum of their bond optima. In classical simulations of this nearest-neighbour model, it tells which periodic lengths fit the helix without strain.

## The energy of the ring

```lean
import Mathlib

open Matrix

namespace ChiralSpinRing

noncomputable section
```

The file loads Mathlib, Lean's mathematical library. Below, `a ⬝ᵥ b` is the dot product.

```lean
/-- Exchange plus Dzyaloshinskii-Moriya coupling of two spins, with the DM vector along z. -/
def bond (J D : ℝ) (a b : Fin 3 → ℝ) : ℝ :=
  J * (a ⬝ᵥ b) + D * (crossProduct a b) 2
```

A spin is a function `Fin 3 → ℝ`, that is, three real components numbered 0, 1, 2 for $x,y,z$. The bond term is
$$B(a,b)=J\,a\cdot b+D\,(a_0b_1-a_1b_0).$$
The constant $D$ stands for antisymmetric exchange, which spin-orbit coupling can produce on a bond without an inversion centre. Here it is postulated, with the DM vector along $z$ and equal on all bonds.

```lean
/-- Energy of a closed ring of `n` spins; the site after the last one is the first. -/
def energy {n : ℕ} [NeZero n] (J D : ℝ) (s : ZMod n → Fin 3 → ℝ) : ℝ :=
  -∑ x, bond J D (s x) (s (x + 1))
```

The energy is $E=-\sum_x B(s_x,s_{x+1})$, so $J>0$ is ferromagnetic. Sites are elements of `ZMod n`, the integers modulo $n$, so $x+1$ closes the ring by itself. `NeZero n` says $n\ge1$. For $n=1$ the spin is its own neighbour; for $n=2$ the pair is counted in both directions and its DM terms cancel.

## Measuring how badly a bond fits

```lean
/-- The xy-part of a spin, read as a complex number. -/
def planar (a : Fin 3 → ℝ) : ℂ := ⟨a 0, a 1⟩
```

The in-plane part of a spin becomes the complex number $\tilde a=a_0+ia_1$. A rotation about $z$ is then multiplication by a phase.

```lean
/-- The misfit of a bond: a weighted sum of squares that compares the second spin with the first one
turned by the phase of `J + iD` and, for `D ≠ 0`, penalises z-components. -/
def misfit (J D : ℝ) (a b : Fin 3 → ℝ) : ℝ :=
  2 * Complex.normSq ((√(J ^ 2 + D ^ 2) : ℝ) * planar b - (J + D * Complex.I) * planar a)
    + √(J ^ 2 + D ^ 2) * (√(J ^ 2 + D ^ 2) + J) * (a 2 - b 2) ^ 2
    + √(J ^ 2 + D ^ 2) * (√(J ^ 2 + D ^ 2) - J) * (a 2 + b 2) ^ 2
```

With $r=\sqrt{J^2+D^2}$, the misfit is
$$M(a,b)=2\,|r\tilde b-(J+iD)\tilde a|^2+r(r+J)(a_2-b_2)^2+r(r-J)(a_2+b_2)^2.$$
`Complex.normSq` is the squared modulus.

```lean
/-- The planar spin with complex direction `w ^ x` at site `x`. -/
def helix {n : ℕ} (w : ℂ) (x : ZMod n) : Fin 3 → ℝ :=
  ![(w ^ x.val).re, (w ^ x.val).im, 0]
```

This is the trial state: a planar spin with direction $w^x$ at site $x$, where `x.val` is the representative of $x$ among $0,\dots,n-1$.

```lean
/-- For unit spins, the amount by which a bond falls short of `√(J² + D²)` is its misfit,
up to the factor `4 √(J² + D²)`. -/
theorem bond_shortfall (J D : ℝ) {a b : Fin 3 → ℝ} (ha : a ⬝ᵥ a = 1) (hb : b ⬝ᵥ b = 1) :
    4 * √(J ^ 2 + D ^ 2) * (√(J ^ 2 + D ^ 2) - bond J D a b) = misfit J D a b := by
  have hr : (√(J ^ 2 + D ^ 2)) ^ 2 = J ^ 2 + D ^ 2 := Real.sq_sqrt (by positivity)
  have hB : bond J D a b
      = J * (a 0 * b 0 + a 1 * b 1 + a 2 * b 2) + D * (a 0 * b 1 - a 1 * b 0) := by
    simp [bond, dotProduct, Fin.sum_univ_three, cross_apply]
  have hN : ∀ r : ℝ, Complex.normSq ((r : ℂ) * planar b - (J + D * Complex.I) * planar a)
      = (r * b 0 - (J * a 0 - D * a 1)) ^ 2 + (r * b 1 - (J * a 1 + D * a 0)) ^ 2 := by
    intro r
    rw [Complex.normSq_apply]
    simp [planar]
    ring
  simp only [dotProduct, Fin.sum_univ_three] at ha hb
  unfold misfit
  rw [hB, hN]
  generalize √(J ^ 2 + D ^ 2) = r at hr ⊢
  linear_combination (-2 * r ^ 2) * ha + (-2 * r ^ 2) * hb + 2 * (a 0 ^ 2 + a 1 ^ 2) * hr
```

In this theorem, the assumptions `ha` and `hb` stand in brackets, the claim follows after the next colon, and the proof after `:= by`. For unit spins the claim is $4r\,(r-B)=M$.

By hand, expand the first square:
$$2r^2|\tilde b|^2+2(J^2+D^2)|\tilde a|^2-4r\,[J(a_0b_0+a_1b_1)+D(a_0b_1-a_1b_0)].$$
The other two terms add up to $2r^2(a_2^2+b_2^2)-4rJa_2b_2$. Since $J^2+D^2=r^2$, the total is $2r^2(|a|^2+|b|^2)-4rB=4r^2-4rB$.

The proof turns on the last line, `linear_combination`. This tactic takes known equations with multipliers, and checks by polynomial algebra that their weighted sum accounts for the difference between the two sides of the goal. Here the equations are $|a|^2=1$, $|b|^2=1$ and $r^2=J^2+D^2$. The preceding `generalize` replaces the square root by a plain letter $r$, so that only polynomials remain.

```lean
/-- The energy of the ring above `-n √(J² + D²)` is the sum of the bond misfits,
up to the factor `4 √(J² + D²)`. -/
theorem energy_decomposition {n : ℕ} [NeZero n] (J D : ℝ) {s : ZMod n → Fin 3 → ℝ}
    (hs : ∀ x, s x ⬝ᵥ s x = 1) :
    4 * √(J ^ 2 + D ^ 2) * (energy J D s + n * √(J ^ 2 + D ^ 2))
      = ∑ x, misfit J D (s x) (s (x + 1)) := by
  have h : ∑ x, misfit J D (s x) (s (x + 1)) = ∑ x, 4 * √(J ^ 2 + D ^ 2) *
      (√(J ^ 2 + D ^ 2) - bond J D (s x) (s (x + 1))) :=
    Finset.sum_congr rfl fun x _ => (bond_shortfall J D (hs x) (hs (x + 1))).symm
  rw [h, ← Finset.mul_sum, Finset.sum_sub_distrib]
  simp only [Finset.sum_const, Finset.card_univ, ZMod.card, nsmul_eq_mul, energy]
  ring
```

Summing over the $n$ bonds gives
$$4r\,(E+nr)=\sum_x M(s_x,s_{x+1}).$$

```lean
/-- The misfit of a bond is never negative. -/
theorem misfit_nonneg (J D : ℝ) (a b : Fin 3 → ℝ) : 0 ≤ misfit J D a b := by
  have h0 := Real.sqrt_nonneg (J ^ 2 + D ^ 2)
  have h1 : J ≤ √(J ^ 2 + D ^ 2) := Real.le_sqrt_of_sq_le (by nlinarith [sq_nonneg D])
  have h2 : -J ≤ √(J ^ 2 + D ^ 2) := Real.le_sqrt_of_sq_le (by nlinarith [sq_nonneg D])
  have t0 := Complex.normSq_nonneg
    ((√(J ^ 2 + D ^ 2) : ℝ) * planar b - (J + D * Complex.I) * planar a)
  have t1 := mul_nonneg (mul_nonneg h0 (by linarith : 0 ≤ √(J ^ 2 + D ^ 2) + J))
    (sq_nonneg (a 2 - b 2))
  have t2 := mul_nonneg (mul_nonneg h0 (by linarith : 0 ≤ √(J ^ 2 + D ^ 2) - J))
    (sq_nonneg (a 2 + b 2))
  unfold misfit
  linarith
```

Since $|J|\le r$, all three weights in $M$ are non-negative, and so is $M$.

```lean
/-- For `D ≠ 0` the misfit vanishes exactly when both spins lie in the xy-plane and the second
is the first multiplied by `(J + iD) / √(J² + D²)`. -/
theorem misfit_eq_zero_iff {J D : ℝ} (hD : D ≠ 0) (a b : Fin 3 → ℝ) :
    misfit J D a b = 0 ↔ a 2 = 0 ∧ b 2 = 0 ∧
      (√(J ^ 2 + D ^ 2) : ℝ) * planar b = (J + D * Complex.I) * planar a := by
  have hD2 : 0 < D ^ 2 := by positivity
  have h0 : 0 < √(J ^ 2 + D ^ 2) := Real.sqrt_pos.2 (by positivity)
  have h1 : J < √(J ^ 2 + D ^ 2) := Real.lt_sqrt_of_sq_lt (by linarith)
  have h2 : -J < √(J ^ 2 + D ^ 2) := Real.lt_sqrt_of_sq_lt (by nlinarith)
  have p1 := mul_pos h0 (by linarith : 0 < √(J ^ 2 + D ^ 2) + J)
  have p2 := mul_pos h0 (by linarith : 0 < √(J ^ 2 + D ^ 2) - J)
  constructor
  · intro h
    have t0 := Complex.normSq_nonneg
      ((√(J ^ 2 + D ^ 2) : ℝ) * planar b - (J + D * Complex.I) * planar a)
    have t1 := mul_nonneg p1.le (sq_nonneg (a 2 - b 2))
    have t2 := mul_nonneg p2.le (sq_nonneg (a 2 + b 2))
    unfold misfit at h
    -- a vanishing sum of non-negative terms vanishes term by term
    have e0 : Complex.normSq
        ((√(J ^ 2 + D ^ 2) : ℝ) * planar b - (J + D * Complex.I) * planar a) = 0 := by linarith
    have e1 : √(J ^ 2 + D ^ 2) * (√(J ^ 2 + D ^ 2) + J) * (a 2 - b 2) ^ 2 = 0 := by linarith
    have e2 : √(J ^ 2 + D ^ 2) * (√(J ^ 2 + D ^ 2) - J) * (a 2 + b 2) ^ 2 = 0 := by linarith
    have f1 := (pow_eq_zero_iff two_ne_zero).1 ((mul_eq_zero.1 e1).resolve_left p1.ne')
    have f2 := (pow_eq_zero_iff two_ne_zero).1 ((mul_eq_zero.1 e2).resolve_left p2.ne')
    exact ⟨by linarith, by linarith, sub_eq_zero.1 (Complex.normSq_eq_zero.1 e0)⟩
  · rintro ⟨ha, hb, h⟩
    unfold misfit
    rw [ha, hb, h]
    simp
```

If $D\neq0$, then $|J|<r$ and the weights are strictly positive. A vanishing sum of non-negative terms vanishes term by term, so $a_2-b_2=0$ and $a_2+b_2=0$. Both spins therefore lie in the plane, and $r\tilde b=(J+iD)\tilde a$. The converse is substitution.

```lean
/-- For `D ≠ 0` a ring of unit spins has energy `-n √(J² + D²)` exactly when all spins are planar
and each is the previous one multiplied by `(J + iD) / √(J² + D²)`. -/
theorem energy_eq_iff {n : ℕ} [NeZero n] {J D : ℝ} (hD : D ≠ 0) {s : ZMod n → Fin 3 → ℝ}
    (hs : ∀ x, s x ⬝ᵥ s x = 1) :
    energy J D s = -(n * √(J ^ 2 + D ^ 2)) ↔ ∀ x, s x 2 = 0 ∧
      (√(J ^ 2 + D ^ 2) : ℝ) * planar (s (x + 1)) = (J + D * Complex.I) * planar (s x) := by
  have h0 : 0 < √(J ^ 2 + D ^ 2) := Real.sqrt_pos.2 (by positivity)
  have hdec := energy_decomposition J D hs
  constructor
  · intro h x
    rw [h, neg_add_cancel, mul_zero] at hdec
    have hx := (Finset.sum_eq_zero_iff_of_nonneg
      (fun y _ => misfit_nonneg J D (s y) (s (y + 1)))).1 hdec.symm x (Finset.mem_univ x)
    have h3 := (misfit_eq_zero_iff hD _ _).1 hx
    exact ⟨h3.1, h3.2.2⟩
  · intro h
    rw [Finset.sum_eq_zero fun x _ =>
      (misfit_eq_zero_iff hD _ _).2 ⟨(h x).1, (h (x + 1)).1, (h x).2⟩] at hdec
    have := (mul_eq_zero.1 hdec).resolve_left (by positivity)
    linarith
```

Applied to every bond, this describes all states at $E=-nr$: planar helices in which each spin is the previous one times $(J+iD)/r$.

The description fails for $D=0$. With $J=1$ and all spins along $z$, the energy is $-n$, which equals the bound, yet no spin lies in the plane.

## When the helix closes

```lean
/-- A closed ring of `n` unit spins with `D ≠ 0` has energy at least `-n √(J² + D²)`, and some
configuration attains this value if and only if `(J + iD)^n` is a positive real number. -/
theorem chiral_ring_bound (n : ℕ) [NeZero n] (J D : ℝ) (hD : D ≠ 0) :
    (∀ s : ZMod n → Fin 3 → ℝ, (∀ x, s x ⬝ᵥ s x = 1) →
      -(n * √(J ^ 2 + D ^ 2)) ≤ energy J D s) ∧
    ((∃ s : ZMod n → Fin 3 → ℝ, (∀ x, s x ⬝ᵥ s x = 1) ∧
      energy J D s = -(n * √(J ^ 2 + D ^ 2))) ↔
      ∃ p : ℝ, 0 < p ∧ ((J : ℂ) + D * Complex.I) ^ n = p) := by
  have h0 : 0 < √(J ^ 2 + D ^ 2) := Real.sqrt_pos.2 (by positivity)
  have hC : ((√(J ^ 2 + D ^ 2) : ℝ) : ℂ) ≠ 0 := Complex.ofReal_ne_zero.2 h0.ne'
  refine ⟨fun s hs => ?_, ?_, ?_⟩
  · have h := Finset.sum_nonneg fun x (_ : x ∈ Finset.univ) =>
      misfit_nonneg J D (s x) (s (x + 1))
    rw [← energy_decomposition J D hs] at h
    have := nonneg_of_mul_nonneg_right h (by positivity)
    linarith
  · rintro ⟨s, hs, he⟩
    have h := (energy_eq_iff hD hs).1 he
    -- follow the spins along the ring
    have key : ∀ k : ℕ, ((√(J ^ 2 + D ^ 2) : ℝ) : ℂ) ^ k * planar (s (k : ZMod n))
        = ((J : ℂ) + D * Complex.I) ^ k * planar (s 0) := by
      intro k
      induction k with
      | zero => simp
      | succ k ih =>
        have hk := (h (k : ZMod n)).2
        rw [Nat.cast_add, Nat.cast_one]
        linear_combination ((√(J ^ 2 + D ^ 2) : ℝ) : ℂ) ^ k * hk
          + ((J : ℂ) + D * Complex.I) * ih
    have hp : planar (s 0) ≠ 0 := by
      intro hz
      have hx : s 0 0 = 0 := congrArg Complex.re hz
      have hy : s 0 1 = 0 := congrArg Complex.im hz
      have hu := hs 0
      simp [dotProduct, Fin.sum_univ_three, hx, hy, (h 0).1] at hu
    have hn := key n
    rw [ZMod.natCast_self] at hn
    refine ⟨(√(J ^ 2 + D ^ 2)) ^ n, by positivity, ?_⟩
    rw [Complex.ofReal_pow]
    exact (mul_right_cancel₀ hp hn).symm
  · rintro ⟨p, hp, hz⟩
    have hpn := congrArg norm hz
    rw [norm_pow, Complex.norm_add_mul_I, Complex.norm_real, Real.norm_of_nonneg hp.le] at hpn
    -- the phase factor `w` from one spin to the next
    obtain ⟨w, hw⟩ : ∃ w : ℂ, ((√(J ^ 2 + D ^ 2) : ℝ) : ℂ) * w = J + D * Complex.I :=
      ⟨_, mul_inv_cancel_left₀ hC _⟩
    have hw1 : ‖w‖ = 1 := by
      have h := congrArg norm hw
      rw [norm_mul, Complex.norm_real, Real.norm_of_nonneg h0.le, Complex.norm_add_mul_I] at h
      exact mul_left_cancel₀ h0.ne' (by linarith)
    have hwn : w ^ n = 1 := by
      rw [← hw, mul_pow, ← hpn, Complex.ofReal_pow] at hz
      exact mul_left_cancel₀ (pow_ne_zero n hC) (by rw [hz, mul_one])
    have hu : ∀ x : ZMod n, helix w x ⬝ᵥ helix w x = 1 := by
      intro x
      have h : Complex.normSq (w ^ x.val) = 1 := by
        rw [Complex.normSq_eq_norm_sq, norm_pow, hw1, one_pow, one_pow]
      rw [Complex.normSq_apply] at h
      simpa [helix, dotProduct, Fin.sum_univ_three] using h
    have hpl : ∀ x : ZMod n, planar (helix w x) = w ^ x.val := fun x => rfl
    refine ⟨helix w, hu, (energy_eq_iff hD hu).2 fun x => ⟨rfl, ?_⟩⟩
    have hv : (x + 1).val = (x.val + 1) % n := by
      rw [ZMod.val_add, ZMod.val_one_eq_one_mod, Nat.add_mod_mod]
    rw [hpl, hpl, hv, ← pow_eq_pow_mod _ hwn]
    linear_combination w ^ x.val * hw
```

The first part says $E\ge-nr$ for every configuration of unit spins. The second says that equality occurs for some configuration if and only if $(J+iD)^n=p$ for a real $p>0$. Equivalently, $n$ turns by the angle $\arg(J+iD)$ make a whole number of revolutions.

The bound follows from the sum of misfits, after division by $4r>0$.

Suppose now that the bound is attained. Induction along the ring (`key`) gives $r^k\tilde s_k=(J+iD)^k\tilde s_0$. At $k=n$ the site is 0 again. The spin $s_0$ is planar and of unit length, so $\tilde s_0\neq0$ can be cancelled, which leaves $(J+iD)^n=r^n>0$.

Conversely, let $(J+iD)^n=p>0$. Taking moduli gives $p=r^n$, so $w=(J+iD)/r$ satisfies $|w|=1$ and $w^n=1$. The state `helix w` then consists of unit spins and turns correctly on every bond. At the seam, where the site number jumps from $n-1$ to 0, `pow_eq_pow_mod` uses $w^n=1$ to match the powers.

The equivalence fails when both couplings vanish: for $J=D=0$ every state attains the bound 0, but $0^n$ is not positive. For $D=0$ and $J\neq0$ it still holds, though this case is not proved here: the spins must then be all parallel ($J>0$) or alternate in sign ($J<0$), and the latter closes only for even $n$.

When the helix does not close, the theorem leaves open how far above $-nr$ the true minimum lies.

## Three sites and eight sites

```lean
/-- On a triangle with `J > 0` and `D ≠ 0` every configuration of unit spins lies strictly above
`-3 √(J² + D²)`. -/
theorem triangle_strict {J D : ℝ} (hJ : 0 < J) (hD : D ≠ 0) (s : ZMod 3 → Fin 3 → ℝ)
    (hs : ∀ x, s x ⬝ᵥ s x = 1) : -(3 * √(J ^ 2 + D ^ 2)) < energy J D s := by
  refine lt_of_not_ge fun hle => ?_
  have h := chiral_ring_bound 3 J D hD
  have hb := h.1 s hs
  push_cast at hb
  obtain ⟨p, hp, he⟩ := h.2.1 ⟨s, hs, by push_cast; linarith⟩
  have hex : ((J : ℂ) + D * Complex.I) ^ 3 = ((J ^ 3 - 3 * J * D ^ 2 : ℝ) : ℂ)
      + ((3 * J ^ 2 * D - D ^ 3 : ℝ) : ℂ) * Complex.I := by
    push_cast
    linear_combination (3 * (J : ℂ) * D ^ 2 + D ^ 3 * Complex.I) * Complex.I_sq
  have aux : ∀ u v q : ℝ, (u : ℂ) + v * Complex.I = q → u = q ∧ v = 0 := fun u v q h =>
    ⟨by simpa using congrArg Complex.re h, by simpa using congrArg Complex.im h⟩
  obtain ⟨hu, hv⟩ := aux _ _ _ (hex.symm.trans he)
  -- a real cube forces D² = 3J², and then the cube is negative
  have hq : D ^ 2 = 3 * J ^ 2 := mul_left_cancel₀ hD (by linear_combination -hv)
  have hneg : p = -8 * J ^ 3 := by linear_combination -hu - 3 * J * hq
  have := pow_pos hJ 3
  linarith
```

For a triangle with $J>0$ and $D\neq0$ the inequality is strict. If the bound were attained,
$$(J+iD)^3=J^3-3JD^2+i\,(3J^2D-D^3)$$
would be real and positive. A vanishing imaginary part forces $D^2=3J^2$, and the real part is then $-8J^3<0$, a contradiction.

```lean
/-- On a ring of eight sites with `D = J ≠ 0` some configuration of unit spins has energy
`-8 √(J² + J²)`. -/
theorem octagon_attains {J : ℝ} (hJ : J ≠ 0) :
    ∃ s : ZMod 8 → Fin 3 → ℝ, (∀ x, s x ⬝ᵥ s x = 1) ∧
      energy J J s = -(8 * √(J ^ 2 + J ^ 2)) := by
  have h2 : ((J : ℂ) + J * Complex.I) ^ 2 = 2 * J ^ 2 * Complex.I := by
    linear_combination (J : ℂ) ^ 2 * Complex.I_sq
  have h8 : ((J : ℂ) + J * Complex.I) ^ 8 = ((16 * J ^ 8 : ℝ) : ℂ) := by
    push_cast
    calc ((J : ℂ) + J * Complex.I) ^ 8 = (((J : ℂ) + J * Complex.I) ^ 2) ^ 4 := by ring
      _ = 16 * (J : ℂ) ^ 8 * (Complex.I ^ 2) ^ 2 := by rw [h2]; ring
      _ = 16 * (J : ℂ) ^ 8 := by rw [Complex.I_sq]; ring
  obtain ⟨s, hs, h⟩ := (chiral_ring_bound 8 J J hJ).2.2 ⟨16 * J ^ 8, by positivity, h8⟩
  exact ⟨s, hs, by rw [h]; norm_num⟩

end

end ChiralSpinRing
```

For $D=J\neq0$ we have $(J+iJ)^2=2iJ^2$, so $(J+iJ)^8=16J^8>0$. Eight sites therefore attain $-8\sqrt{2J^2}$. For $J>0$ the attaining state makes one full revolution in steps of 45°.

```lean
#print axioms ChiralSpinRing.chiral_ring_bound
#print axioms ChiralSpinRing.triangle_strict
#print axioms ChiralSpinRing.octagon_attains
```

```
'ChiralSpinRing.chiral_ring_bound' depends on axioms: [propext, Classical.choice, Quot.sound]
'ChiralSpinRing.triangle_strict' depends on axioms: [propext, Classical.choice, Quot.sound]
'ChiralSpinRing.octagon_attains' depends on axioms: [propext, Classical.choice, Quot.sound]
```
